# In finite dimension two or more, free-electron particle–hole energies fill the interval from max(0, Q²/2 − Qk_F) to Q²/2 + Qk_F (ħ = m = 1)

## Do the pair energies really fill the whole interval?

Lift a free electron out of a Fermi sea of radius $k_F > 0$ with a fixed nonzero momentum transfer $q$ of length $Q$. In two or more dimensions, with $\hbar = m = 1$, the possible excitation energies are exactly those from $\max(0, Q^2/2 - Qk_F)$ to $Q^2/2 + Qk_F$. This is the region usually shaded in plots of the particle–hole continuum. I can see why no pair lies outside it, but I have only ever seen it drawn, not argued, that every energy inside is reached. Could someone give a full proof, ideally one that Lean has checked, and show where the dimension enters?

## They do, in every finite dimension from two upwards

The set of pair energies equals that closed interval, and the proof below also covers $k_F = 0$ and $q = 0$. The dimension enters at one point: the proof uses a hole momentum with a component perpendicular to $q$. For $0 < Q < 2k_F$, the energies below $Qk_F - Q^2/2$ cannot be reached without one.

For non-interacting electrons at zero temperature, the imaginary part of the Lindhard function at positive frequency vanishes outside this interval.

### Pauli blocking and the two parabolas

Let $k$ be the momentum of the hole and $k+q$ that of the particle. The pair is allowed if $|k| \le k_F \le |k+q|$. Its energy is the difference of the kinetic energies,
$$\omega = \tfrac12|k+q|^2 - \tfrac12|k|^2 = k\cdot q + \tfrac12 Q^2,$$
because $|k+q|^2 = |k|^2 + 2k\cdot q + Q^2$.

Since $|k| \le |k+q|$, the first expression gives $\omega \ge 0$. The Cauchy–Schwarz inequality gives $|k\cdot q| \le |k|\,Q \le k_F Q$, so the second expression gives
$$\tfrac12Q^2 - Qk_F \le \omega \le \tfrac12Q^2 + Qk_F.$$
Together these bounds put $\omega$ in the interval.

### A hole on the Fermi sphere for every energy

Now take any $\omega$ in the interval and set $s = \omega - Q^2/2$. The two parabolic bounds say that $|s| \le k_F Q$. We look for a $k$ with $|k| = k_F$ and $k\cdot q = s$.

Let $e$ be a unit vector orthogonal to $q$, which exists in dimension at least two. If $Q > 0$, put
$$a = \frac{s}{Q^2}, \qquad b = \sqrt{k_F^2 - a^2Q^2}, \qquad k = a\,q + b\,e.$$
The root is real because $a^2Q^2 = s^2/Q^2 \le k_F^2$. Then $k\cdot q = aQ^2 = s$ and $|k|^2 = a^2Q^2 + b^2 = k_F^2$. If $Q = 0$, then $s = 0$, and $a = 0$ gives $k = k_F e$, which also works.

This $k$ has pair energy $s + Q^2/2 = \omega$. It remains to check that the particle state is allowed:
$$|k+q|^2 = |k|^2 + 2\omega = k_F^2 + 2\omega \ge k_F^2.$$
So a non-negative energy is all that Pauli blocking asks of a hole on the Fermi sphere, and the whole interval is filled.

### Zero energy, and the gap in one dimension

The upper edge is never negative, so zero belongs to the interval exactly when $Q^2/2 - Qk_F \le 0$, that is, when $Q(Q - 2k_F) \le 0$. For $k_F \ge 0$ this means $Q \le 2k_F$.

In one dimension there is no perpendicular direction. Take $q > 0$ and $-k_F \le k \le k_F$. The particle cannot leave the Fermi segment on the left, since $k + q > -k_F$. An allowed pair therefore has $k + q \ge k_F$, and the allowed holes are those with $\max(-k_F, k_F - q) \le k \le k_F$. As $k$ runs through this range, $\omega = kq + q^2/2$ runs from
$$\max\left(\tfrac12q^2 - qk_F,\; qk_F - \tfrac12q^2\right) = \left|\tfrac12q^2 - qk_F\right|$$
to $q^2/2 + qk_F$. Reversing all momenta gives the same result for $q < 0$ with $|q|$ in place of $q$, and for $q = 0$ the only energy is zero. For $0 < |q| < 2k_F$ the low energies are therefore missing.

### One pair with $k_F = Q = 1$

In the plane, let $q = (1, 0)$ and $k_F = 1$. The interval runs from $\max(0, -\tfrac12) = 0$ to $\tfrac32$. To reach $\omega = \tfrac14$ we need $s = -\tfrac14$, so $a = -\tfrac14$ and $b = \sqrt{15}/4$. The momenta are
$$k = \left(-\tfrac14, \tfrac{\sqrt{15}}4\right), \qquad k + q = \left(\tfrac34, \tfrac{\sqrt{15}}4\right),$$
with $|k|^2 = 1$ and $|k+q|^2 = \tfrac32$. The pair is allowed, and its energy is $\tfrac12(\tfrac32 - 1) = \tfrac14$. On a line with the same $k_F$ and $Q$, the energies run only from $\tfrac12$ to $\tfrac32$, so $\tfrac14$ is out of reach.

### The continuum in Lean

```lean
import Mathlib

open Set

namespace ParticleHoleContinuum

noncomputable section

variable {E : Type*} [NormedAddCommGroup E] [InnerProductSpace ℝ E]

/-- Energy needed to lift a free electron from momentum `k` to momentum `k + q`,
in units where `ħ = m = 1`. -/
def pairEnergy (k q : E) : ℝ := ‖k + q‖ ^ 2 / 2 - ‖k‖ ^ 2 / 2

/-- The particle-hole continuum at momentum transfer `q`: all energies of pairs whose hole `k`
lies in the closed Fermi ball of radius `kF` and whose particle `k + q` lies on or outside
the Fermi sphere. -/
def continuum (kF : ℝ) (q : E) : Set ℝ :=
  {ω | ∃ k : E, ‖k‖ ≤ kF ∧ kF ≤ ‖k + q‖ ∧ pairEnergy k q = ω}

/-- The pair energy is `⟨k, q⟩ + Q² / 2`, where `Q` is the norm of `q`. -/
theorem pairEnergy_eq (k q : E) : pairEnergy k q = inner ℝ k q + ‖q‖ ^ 2 / 2 := by
  unfold pairEnergy
  rw [norm_add_sq_real]
  ring

omit [InnerProductSpace ℝ E] in
/-- Opposite momentum transfers have the same particle-hole continuum. -/
theorem continuum_neg (kF : ℝ) (q : E) : continuum kF (-q) = continuum kF q := by
  -- reverse the momenta of both the particle and the hole
  have key : ∀ p : E, continuum kF p ⊆ continuum kF (-p) := by
    rintro p ω ⟨k, h1, h2, rfl⟩
    have e : ‖-k + -p‖ = ‖k + p‖ := by rw [← neg_add, norm_neg]
    refine ⟨-k, by rwa [norm_neg], by rwa [e], ?_⟩
    unfold pairEnergy
    rw [e, norm_neg]
  refine Subset.antisymm ?_ (key q)
  have h := key (-q)
  rwa [neg_neg] at h

/-- In any dimension, the energy of a pair allowed by Pauli blocking lies between
`max(0, Q² / 2 - Q kF)` and `Q² / 2 + Q kF`. -/
theorem pairEnergy_mem_Icc {kF : ℝ} {k q : E} (hk : ‖k‖ ≤ kF) (hkq : kF ≤ ‖k + q‖) :
    pairEnergy k q ∈
      Icc (max 0 (‖q‖ ^ 2 / 2 - ‖q‖ * kF)) (‖q‖ ^ 2 / 2 + ‖q‖ * kF) := by
  -- Pauli blocking makes the energy non-negative
  have h0 : 0 ≤ pairEnergy k q := by
    have h := pow_le_pow_left₀ (norm_nonneg k) (hk.trans hkq) 2
    unfold pairEnergy
    linarith
  -- Cauchy-Schwarz gives the two parabolic edges
  have hcs : |inner ℝ k q| ≤ kF * ‖q‖ :=
    (abs_real_inner_le_norm k q).trans (mul_le_mul_of_nonneg_right hk (norm_nonneg q))
  obtain ⟨h1, h2⟩ := abs_le.1 hcs
  have he := pairEnergy_eq k q
  exact ⟨max_le h0 (by linarith), by linarith⟩

/-- In finite dimension at least two, every value `s` with `|s| ≤ kF Q` is the inner product of `q`
with some momentum on the Fermi sphere of radius `kF ≥ 0`. -/
theorem exists_on_fermi_sphere (hd : 2 ≤ Module.finrank ℝ E) {kF : ℝ} (hkF : 0 ≤ kF)
    (q : E) {s : ℝ} (hs : |s| ≤ kF * ‖q‖) :
    ∃ k : E, ‖k‖ = kF ∧ inner ℝ k q = s := by
  -- a nonzero direction orthogonal to `q`, by counting dimensions
  have hx : ∃ x : E, x ≠ 0 ∧ inner ℝ q x = 0 := by
    by_contra hno
    have hinj : Function.Injective (innerSL ℝ q).toLinearMap := by
      refine (injective_iff_map_eq_zero _).2 fun x hx => ?_
      by_contra hne
      exact hno ⟨x, hne, hx⟩
    have h := LinearMap.finrank_le_finrank_of_injective hinj
    rw [Module.finrank_self] at h
    omega
  obtain ⟨x, hx0, hqx⟩ := hx
  obtain ⟨e, he, hqe⟩ : ∃ e : E, ‖e‖ = 1 ∧ inner ℝ q e = 0 := by
    refine ⟨‖x‖⁻¹ • x, ?_, ?_⟩
    · rw [norm_smul, norm_inv, norm_norm, inv_mul_cancel₀ (norm_ne_zero_iff.2 hx0)]
    · rw [real_inner_smul_right, hqx, mul_zero]
  -- the component along `q`, which fits inside the Fermi sphere
  obtain ⟨a, ha, hle⟩ : ∃ a : ℝ, a * ‖q‖ ^ 2 = s ∧ a ^ 2 * ‖q‖ ^ 2 ≤ kF ^ 2 := by
    rcases (norm_nonneg q).eq_or_lt with h | h
    · rw [← h, mul_zero] at hs
      have hs0 : s = 0 := abs_eq_zero.1 (le_antisymm hs (abs_nonneg s))
      exact ⟨0, by rw [hs0, zero_mul], by nlinarith [sq_nonneg kF]⟩
    · have hQ : 0 < ‖q‖ ^ 2 := by positivity
      have ha : s / ‖q‖ ^ 2 * ‖q‖ ^ 2 = s := div_mul_cancel₀ _ hQ.ne'
      refine ⟨s / ‖q‖ ^ 2, ha, le_of_mul_le_mul_right ?_ hQ⟩
      calc (s / ‖q‖ ^ 2) ^ 2 * ‖q‖ ^ 2 * ‖q‖ ^ 2
          = (s / ‖q‖ ^ 2 * ‖q‖ ^ 2) ^ 2 := by ring
        _ = s ^ 2 := by rw [ha]
        _ ≤ (kF * ‖q‖) ^ 2 := sq_le_sq' (abs_le.1 hs).1 (abs_le.1 hs).2
        _ = kF ^ 2 * ‖q‖ ^ 2 := by ring
  -- the orthogonal component completes the length to `kF`
  have hb : Real.sqrt (kF ^ 2 - a ^ 2 * ‖q‖ ^ 2) ^ 2 = kF ^ 2 - a ^ 2 * ‖q‖ ^ 2 :=
    Real.sq_sqrt (by linarith)
  refine ⟨a • q + Real.sqrt (kF ^ 2 - a ^ 2 * ‖q‖ ^ 2) • e, ?_, ?_⟩
  · refine (pow_left_inj₀ (norm_nonneg _) hkF two_ne_zero).1 ?_
    rw [norm_add_sq_real, real_inner_smul_left, real_inner_smul_right, hqe, norm_smul,
      norm_smul, he, mul_pow, mul_pow, Real.norm_eq_abs, Real.norm_eq_abs, sq_abs, sq_abs, hb]
    ring
  · have heq : inner ℝ e q = 0 := by rw [real_inner_comm, hqe]
    rw [inner_add_left, real_inner_smul_left, real_inner_smul_left, heq,
      real_inner_self_eq_norm_sq, ha, mul_zero, add_zero]

/-- In finite dimension at least two and for `kF ≥ 0`, the particle-hole continuum is exactly
the interval from `max(0, Q² / 2 - Q kF)` to `Q² / 2 + Q kF`. -/
theorem continuum_eq_Icc (hd : 2 ≤ Module.finrank ℝ E) {kF : ℝ} (hkF : 0 ≤ kF) (q : E) :
    continuum kF q =
      Icc (max 0 (‖q‖ ^ 2 / 2 - ‖q‖ * kF)) (‖q‖ ^ 2 / 2 + ‖q‖ * kF) := by
  ext ω
  constructor
  · rintro ⟨k, h1, h2, rfl⟩
    exact pairEnergy_mem_Icc h1 h2
  · rintro ⟨hl, hu⟩
    obtain ⟨h0, h1⟩ := max_le_iff.1 hl
    -- place the hole on the Fermi sphere with the required energy
    obtain ⟨k, hk, hkq⟩ := exists_on_fermi_sphere hd hkF q (s := ω - ‖q‖ ^ 2 / 2)
      (abs_le.2 ⟨by linarith, by linarith⟩)
    have hE : pairEnergy k q = ω := by rw [pairEnergy_eq, hkq]; ring
    refine ⟨k, hk.le, ?_, hE⟩
    -- a non-negative energy puts the particle on or outside the Fermi sphere
    unfold pairEnergy at hE
    rw [hk] at hE
    exact le_of_not_gt fun h => by nlinarith [norm_nonneg (k + q)]

/-- In finite dimension at least two and for `kF ≥ 0`, pairs of zero energy exist exactly when
the momentum transfer is at most `2 kF`. -/
theorem zero_mem_continuum_iff (hd : 2 ≤ Module.finrank ℝ E) {kF : ℝ} (hkF : 0 ≤ kF)
    (q : E) : 0 ∈ continuum kF q ↔ ‖q‖ ≤ 2 * kF := by
  rw [continuum_eq_Icc hd hkF, mem_Icc, max_le_iff]
  have hQ := norm_nonneg q
  constructor
  · rintro ⟨⟨-, h⟩, -⟩
    by_contra hlt
    have hlt' := not_le.1 hlt
    have hpos : 0 < ‖q‖ := by linarith
    nlinarith [mul_pos hpos (sub_pos.2 hlt')]
  · intro h
    exact ⟨⟨le_rfl, by nlinarith [mul_nonneg hQ (sub_nonneg.2 h)]⟩, by positivity⟩

/-- In one dimension and for `kF ≥ 0`, the particle-hole continuum is the interval from
`|Q² / 2 - Q kF|` to `Q² / 2 + Q kF`, where `Q = |q|`. -/
theorem continuum_one_dim {kF : ℝ} (hkF : 0 ≤ kF) (q : ℝ) :
    continuum kF q = Icc |q ^ 2 / 2 - |q| * kF| (q ^ 2 / 2 + |q| * kF) := by
  have hE : ∀ k p : ℝ, pairEnergy k p = k * p + p ^ 2 / 2 := by
    intro k p
    simp only [pairEnergy, Real.norm_eq_abs, sq_abs]
    ring
  have pos : ∀ p : ℝ, 0 < p →
      continuum kF p = Icc |p ^ 2 / 2 - p * kF| (p ^ 2 / 2 + p * kF) := by
    intro p hp
    ext ω
    constructor
    · rintro ⟨k, h1, h2, rfl⟩
      rw [Real.norm_eq_abs] at h1 h2
      obtain ⟨h3, h4⟩ := abs_le.1 h1
      -- the particle can only leave the Fermi segment on the right
      have h5 : kF ≤ k + p := by
        rcases le_abs.1 h2 with h | h <;> linarith
      have m1 := mul_nonneg hp.le (sub_nonneg.2 h3)
      have m2 := mul_nonneg hp.le (sub_nonneg.2 h4)
      have m3 := mul_nonneg hp.le (sub_nonneg.2 h5)
      rw [hE]
      exact ⟨abs_le.2 ⟨by nlinarith, by nlinarith⟩, by nlinarith⟩
    · rintro ⟨hl, hu⟩
      obtain ⟨h1, h2⟩ := abs_le.1 hl
      obtain ⟨k, hk⟩ : ∃ k : ℝ, k * p = ω - p ^ 2 / 2 := ⟨_, div_mul_cancel₀ _ hp.ne'⟩
      have h3 : k ≤ kF := le_of_mul_le_mul_right (by linarith) hp
      have h4 : -kF ≤ k := le_of_mul_le_mul_right (by linarith) hp
      have h5 : kF ≤ k + p := le_of_mul_le_mul_right (by nlinarith) hp
      exact ⟨k, abs_le.2 ⟨h4, h3⟩, h5.trans (le_abs_self _), by rw [hE, hk]; ring⟩
  rcases lt_trichotomy q 0 with hq | hq | hq
  · rw [← continuum_neg, pos (-q) (by linarith), abs_of_neg hq, neg_sq]
  · subst hq
    ext ω
    constructor
    · rintro ⟨k, -, -, rfl⟩
      rw [hE]
      simp
    · intro h
      have h0 : ω = 0 := by simpa using h
      subst h0
      exact ⟨kF, (Real.norm_of_nonneg hkF).le, by simp [le_abs_self], by rw [hE]; simp⟩
  · rw [pos q hq, abs_of_pos hq]

end

end ParticleHoleContinuum
```

```lean
#print axioms ParticleHoleContinuum.continuum_eq_Icc
#print axioms ParticleHoleContinuum.zero_mem_continuum_iff
#print axioms ParticleHoleContinuum.continuum_one_dim
```

```
'ParticleHoleContinuum.continuum_eq_Icc' depends on axioms: [propext, Classical.choice, Quot.sound]
'ParticleHoleContinuum.zero_mem_continuum_iff' depends on axioms: [propext, Classical.choice, Quot.sound]
'ParticleHoleContinuum.continuum_one_dim' depends on axioms: [propext, Classical.choice, Quot.sound]
```

### What `continuum_eq_Icc` says

The momentum space `E` is a real inner product space, and `hd` says that its dimension is at least two. For ordinary three-dimensional momenta, take `EuclideanSpace ℝ (Fin 3)`. Mathlib sets `Module.finrank` to zero for an infinite-dimensional space, so `hd` also forces the dimension to be finite.

`pairEnergy k q` is the kinetic-energy difference, and `continuum kF q` is the set of its values over all allowed holes `k`. The theorem states that this set equals `Icc` of the two edges, where `Icc` is the closed interval and `‖q‖` is $Q$. The form $k\cdot q + Q^2/2$ is not built into the definition; `pairEnergy_eq` proves it.

The number `kF` is the radius of the occupied ball, which in an electron gas without spin polarisation is fixed by the density. Here it is any non-negative real number, and no relation to a density is used. The Fermi surface counts both as occupied and as available. If the particle had to lie strictly outside the sphere, the formula for $|k+q|^2$ above shows that only the point $\omega = 0$ could be lost.

The model has a parabolic band, a sharp Fermi surface and no interactions. The theorem locates the energies but gives no weights, so it does not compute the Lindhard function itself. It also lets `k` range over the whole space. In a periodic simulation box the momenta are discrete and cannot fill an interval, but `pairEnergy_mem_Icc` still bounds each free-electron pair that meets the same two conditions.

### From the lemmas to the interval

`pairEnergy_eq` expands the square with `norm_add_sq_real`.

`pairEnergy_mem_Icc` proves the bounds in any dimension. It squares the chain $|k| \le k_F \le |k+q|$ to get $\omega \ge 0$, and it takes Cauchy–Schwarz from `abs_real_inner_le_norm`.

`exists_on_fermi_sphere` constructs the hole. It finds a nonzero `x` orthogonal to `q`, normalises it to `e`, and chooses `a` with `a * ‖q‖ ^ 2 = s`, treating $Q = 0$ and $Q > 0$ separately. The vector it returns is the $k = a\,q + b\,e$ of the derivation, with $b$ written out as a `Real.sqrt`. The last two bullets verify its length and its inner product with `q`.

`continuum_eq_Icc` joins the two inclusions. The first is `pairEnergy_mem_Icc`. For the second, it applies the construction to $s = \omega - Q^2/2$ and then shows that the particle is allowed: if $|k+q|$ were less than $k_F$, the energy would be negative, and `nlinarith` finds the contradiction.

`zero_mem_continuum_iff` reads the condition $Q \le 2k_F$ off the interval. `continuum_neg` sends `k` to `-k` and shows that $q$ and $-q$ have the same continuum. `continuum_one_dim` takes `E` to be `ℝ`, proves the case of positive transfer by the inequalities above, and uses `continuum_neg` for negative transfer.

### An orthogonal direction from a dimension count

The proof turns on the existence of a nonzero vector orthogonal to `q`, and the file obtains it without choosing a basis. The map $x \mapsto \langle q, x\rangle$ is linear from `E` to `ℝ`; in Mathlib it is `innerSL ℝ q`, and `.toLinearMap` forgets its continuity. Suppose that no nonzero `x` were orthogonal to `q`. Then the map would send only zero to zero, so it would be injective.

An injective linear map cannot lower the dimension, which is the content of `LinearMap.finrank_le_finrank_of_injective`. The dimension of `E` would then be at most that of `ℝ`, namely one, and `omega` sees that this contradicts `hd`. The argument needs no separate case for `q = 0`, where the map is zero and every vector is orthogonal to `q`. It is also the only place where the proof of the interval uses the dimension.
